# Co-ion depletion of a symmetric electrolyte at a flat wall in Poisson–Boltzmann theory is less than two Debye lengths of bulk solution

To find how much salt a charged flat wall pushes out of the neighbouring solution per unit area, take the surface potential, evaluate \( (2/\kappa)(1-e^{-\psi(0)/2}) \), and multiply by the bulk density of the co-ions. Here \( \psi(0) \) is the electrostatic energy of a positive ion at the wall, relative to the bulk solution, divided by \( k_BT \), for a positively charged wall (at a negative wall, insert its magnitude), and \( 1/\kappa \) is the Debye length. No profile has to be integrated numerically. The formula is exact for the mean-field model of point ions in a symmetric electrolyte beside a single wall, and there it also gives a reference value for a numerical Poisson–Boltzmann solver.

## A single wall in a symmetric electrolyte

Let \( x\ge 0 \) be the distance from the wall and let \( \psi(x) \) be the reduced potential, that is, the electrostatic energy of a positive ion divided by \( k_BT \). Relative to their bulk values, the densities of the positive and negative ions are \( e^{-\psi} \) and \( e^{\psi} \). At a positively charged wall the positive ions are the co-ions and are depleted, while the negative ions are the counter-ions and accumulate.

The Poisson–Boltzmann equation for this system is \( \psi''=\kappa^2\sinh\psi \). Multiplying by \( 2\psi' \) and integrating from the bulk, where \( \psi \) and \( \psi' \) vanish, gives

\[
(\psi')^2 = 2\kappa^2(\cosh\psi-1) = 4\kappa^2\sinh^2(\psi/2).
\]

The root for a potential that decays away from the wall is

\[
\psi'=-2\kappa\sinh(\psi/2).
\]

This first-order equation is the starting point of the Lean file, which assumes it and does not derive it from the second-order one. It stands for a wall facing an unbounded reservoir. Between two walls the constant of integration is in general different, and the formulas below, which integrate over an unbounded solution, do not apply.

## Depletion and excess as functions of the surface potential

Define the depletion and the excess, per unit area and in units of the bulk density, by

\[
D=\int_0^\infty (1-e^{-\psi})\,dx,\qquad
E=\int_0^\infty (e^{\psi}-1)\,dx .
\]

For \( \kappa>0 \) and any solution of the first-order equation on \( x\ge0 \),

\[
D=\frac2\kappa\left(1-e^{-\psi(0)/2}\right)<\frac2\kappa,\qquad
E=\frac2\kappa\left(e^{\psi(0)/2}-1\right),\qquad
D=e^{-\psi(0)/2}E .
\]

Both quantities are lengths: \( D \) is the thickness of a layer of bulk solution that holds as many co-ions as are missing. Along any family of solutions whose surface potential tends to \( +\infty \), \( D \) tends to \( 2/\kappa \), whereas \( E \) has no upper bound in its formula.

In Lean, `IsDoubleLayer κ ψ` is the first-order equation. The potential is a function `ψ : ℝ → ℝ`, but only its values on `Ici 0`, the half-line \( x\ge0 \), matter. `HasDerivWithinAt` on that set means a one-sided derivative at the wall and the ordinary derivative at every \( x>0 \). The integrals \( D \) and \( E \) are `coionDepletion ψ` and `counterionExcess ψ`, taken over `Ioi 0`; leaving out the single point \( x=0 \) changes nothing. The inverse Debye length enters through the hypothesis `0 < κ`, and all quantities are plain real numbers without units.

Neither a positive potential nor a vanishing limit in the bulk is assumed. The limit follows from the equation, and the formulas hold for either sign of \( \psi(0) \). The names "co-ion" and "counter-ion" fit the case \( \psi(0)>0 \). At a negative wall the two species exchange roles and both \( D \) and \( E \) are negative; for \( \psi(0)=0 \) both are zero.

The model leaves out ion size, correlations between ions, unequal valences, curved surfaces and a permittivity that varies in space.

## Decay first, then an exact derivative

**Decay.** Consider \( G(x)=\left(\psi(x)e^{\kappa x}\right)^2 \). By the product rule and the equation for \( \psi' \),

\[
G' = 2\psi e^{\kappa x}\left(\psi' e^{\kappa x}+\kappa\psi e^{\kappa x}\right)
= 2\kappa e^{2\kappa x}\,\psi\left(\psi-2\sinh(\psi/2)\right).
\]

Since \( \sinh u\ge u \) for \( u\ge0 \) and \( \sinh u\le u \) for \( u\le0 \), the product \( \psi(\psi-2\sinh(\psi/2)) \) is never positive. Hence \( G(x)\le G(0) \), and taking square roots gives

\[
|\psi(x)|\le|\psi(0)|\,e^{-\kappa x}.
\]

In particular \( \psi(x)\to0 \).

**Integrability.** For every real \( y \), \( |1-e^{-y}|\le|y|e^{|y|} \). If \( y\ge0 \), then \( 0\le1-e^{-y}\le y\le ye^{y} \). If \( y\le0 \), then \( e^{-y}-1=e^{-y}(1-e^{y})\le -y\,e^{-y} \). Inserting \( y=\psi(x) \) and using the decay bound,

\[
|1-e^{-\psi(x)}|\le|\psi(0)|\,e^{|\psi(0)|}\,e^{-\kappa x},
\]

and the right-hand side has a finite integral.

**The integral.** Let \( F(x)=(2/\kappa)e^{-\psi(x)/2} \). Then

\[
F'=\frac2\kappa\,e^{-\psi/2}\left(-\frac{\psi'}2\right)
=2e^{-\psi/2}\sinh(\psi/2)
=e^{-\psi/2}\left(e^{\psi/2}-e^{-\psi/2}\right)
=1-e^{-\psi}.
\]

The integrand of \( D \) is therefore an exact derivative, and

\[
D=\lim_{x\to\infty}F(x)-F(0)=\frac2\kappa-\frac2\kappa e^{-\psi(0)/2}.
\]

The subtracted term is positive, so \( D<2/\kappa \). It tends to zero as \( \psi(0)\to+\infty \), which gives the limit \( 2/\kappa \).

**The other species.** Because \( \sinh \) is odd, \( -\psi \) solves the same equation. The depletion formula for \( -\psi \) reads

\[
\int_0^\infty(1-e^{\psi})\,dx=\frac2\kappa\left(1-e^{\psi(0)/2}\right),
\]

and the left-hand side is \( -E \). Finally,

\[
e^{-\psi(0)/2}E=\frac2\kappa\left(1-e^{-\psi(0)/2}\right)=D .
\]

## The Lean file

```lean
import Mathlib

open Set Filter MeasureTheory Topology

namespace CoionExclusion

noncomputable section

/-- The reduced potential `ψ` obeys the first-order Poisson-Boltzmann equation
`ψ' = -2 κ sinh (ψ / 2)` on the half-line `x ≥ 0`, with a one-sided derivative at the wall. -/
def IsDoubleLayer (κ : ℝ) (ψ : ℝ → ℝ) : Prop :=
  ∀ x, 0 ≤ x → HasDerivWithinAt ψ (-2 * κ * Real.sinh (ψ x / 2)) (Ici 0) x

/-- Depletion of the ions with relative density `exp (-ψ)`, per unit area and in units of
their bulk density. -/
def coionDepletion (ψ : ℝ → ℝ) : ℝ := ∫ x in Ioi (0 : ℝ), (1 - Real.exp (-ψ x))

/-- Excess of the ions with relative density `exp ψ`, per unit area and in units of
their bulk density. -/
def counterionExcess (ψ : ℝ → ℝ) : ℝ := ∫ x in Ioi (0 : ℝ), (Real.exp (ψ x) - 1)

variable {κ : ℝ} {ψ : ℝ → ℝ}

/-- The potential is screened at least as fast as `exp (-κ x)`. -/
theorem abs_potential_le (hκ : 0 < κ) (h : IsDoubleLayer κ ψ) {x : ℝ} (hx : 0 ≤ x) :
    |ψ x| ≤ |ψ 0| * Real.exp (-κ * x) := by
  have hd : ∀ y, 0 < y → HasDerivAt
      (fun t => (ψ t * Real.exp (κ * t)) * (ψ t * Real.exp (κ * t)))
      (2 * κ * Real.exp (κ * y) ^ 2 * (ψ y * (ψ y - 2 * Real.sinh (ψ y / 2)))) y := by
    intro y hy
    have h1 := (h y hy.le).hasDerivAt (Ici_mem_nhds hy)
    have h2 : HasDerivAt (fun t => Real.exp (κ * t)) (Real.exp (κ * y) * κ) y :=
      ((hasDerivAt_id' y).const_mul κ).exp.congr_deriv (by ring)
    exact ((h1.fun_mul h2).fun_mul (h1.fun_mul h2)).congr_deriv (by ring)
  -- the product of `y` and `y - 2 sinh (y / 2)` is never positive
  have hs : ∀ y : ℝ, y * (y - 2 * Real.sinh (y / 2)) ≤ 0 := by
    intro y
    rcases le_total 0 y with hy | hy
    · have := Real.self_le_sinh_iff.2 (by linarith : 0 ≤ y / 2)
      exact mul_nonpos_of_nonneg_of_nonpos hy (by linarith)
    · have := Real.sinh_le_self_iff.2 (by linarith : y / 2 ≤ 0)
      exact mul_nonpos_of_nonpos_of_nonneg hy (by linarith)
  have hψ : ContinuousOn ψ (Ici 0) := fun y hy => (h y hy).continuousWithinAt
  have hE : Continuous (fun t : ℝ => Real.exp (κ * t)) := by fun_prop
  have anti : AntitoneOn
      (fun t => (ψ t * Real.exp (κ * t)) * (ψ t * Real.exp (κ * t))) (Ici 0) := by
    refine antitoneOn_of_deriv_nonpos (convex_Ici 0)
      ((hψ.mul hE.continuousOn).mul (hψ.mul hE.continuousOn)) ?_ ?_
    · intro y hy
      rw [interior_Ici] at hy
      exact (hd y hy).differentiableAt.differentiableWithinAt
    · intro y hy
      rw [interior_Ici] at hy
      rw [(hd y hy).deriv]
      exact mul_nonpos_of_nonneg_of_nonpos (by positivity) (hs _)
  have key := anti (mem_Ici.2 le_rfl) (mem_Ici.2 hx) hx
  simp only [mul_zero, Real.exp_zero, mul_one] at key
  have hab : |ψ x * Real.exp (κ * x)| ≤ |ψ 0| := sq_le_sq.mp (by nlinarith [key])
  rw [abs_mul, abs_of_pos (Real.exp_pos _)] at hab
  calc |ψ x| = |ψ x| * Real.exp (κ * x) * Real.exp (-κ * x) := by
        rw [mul_assoc, ← Real.exp_add]; simp
    _ ≤ |ψ 0| * Real.exp (-κ * x) := mul_le_mul_of_nonneg_right hab (Real.exp_pos _).le

/-- The local depletion `1 - exp (-ψ)` is the exact derivative of `(2 / κ) exp (-ψ / 2)`. -/
theorem hasDerivAt_depletion (hκ : 0 < κ) (h : IsDoubleLayer κ ψ) {x : ℝ} (hx : 0 < x) :
    HasDerivAt (fun t => 2 / κ * Real.exp (-(ψ t / 2))) (1 - Real.exp (-ψ x)) x := by
  have h1 := (h x hx.le).hasDerivAt (Ici_mem_nhds hx)
  refine ((h1.div_const 2).fun_neg.exp.const_mul (2 / κ)).congr_deriv ?_
  show 2 / κ * (Real.exp (-(ψ x / 2)) * (-(-2 * κ * Real.sinh (ψ x / 2) / 2))) = _
  have a : Real.exp (-(ψ x / 2)) * Real.exp (ψ x / 2) = 1 := by
    rw [← Real.exp_add]; simp
  have b : Real.exp (-(ψ x / 2)) * Real.exp (-(ψ x / 2)) = Real.exp (-ψ x) := by
    rw [← Real.exp_add]; congr 1; ring
  have i : 2 * (Real.exp (-(ψ x / 2)) * Real.sinh (ψ x / 2)) = 1 - Real.exp (-ψ x) := by
    rw [Real.sinh_eq]; linear_combination a - b
  have hc : 2 / κ * κ = 2 := div_mul_cancel₀ 2 hκ.ne'
  linear_combination (Real.exp (-(ψ x / 2)) * Real.sinh (ψ x / 2)) * hc + i

/-- The local depletion `1 - exp (-ψ)` is integrable over the half-line. -/
theorem integrableOn_depletion (hκ : 0 < κ) (h : IsDoubleLayer κ ψ) :
    IntegrableOn (fun x => 1 - Real.exp (-ψ x)) (Ioi 0) := by
  have hψ : ContinuousOn ψ (Ioi 0) := fun y hy =>
    ((h y (le_of_lt hy)).continuousWithinAt).mono Ioi_subset_Ici_self
  have hb : ∀ y : ℝ, |1 - Real.exp (-y)| ≤ |y| * Real.exp |y| := by
    intro y
    rcases le_total 0 y with hy | hy
    · have h1 := Real.add_one_le_exp (-y)
      have h2 := Real.add_one_le_exp y
      have h3 : Real.exp (-y) ≤ 1 := by
        rw [← Real.exp_zero]; exact Real.exp_le_exp.2 (by linarith)
      rw [abs_of_nonneg hy, abs_of_nonneg (by linarith)]
      nlinarith [mul_nonneg hy (by linarith : 0 ≤ Real.exp y - 1)]
    · have h1 := Real.add_one_le_exp (-y)
      have h2 := mul_le_mul_of_nonneg_right (Real.add_one_le_exp y) (Real.exp_pos (-y)).le
      have h3 : Real.exp y * Real.exp (-y) = 1 := by rw [← Real.exp_add]; simp
      rw [abs_of_nonpos hy, abs_of_nonpos (by linarith)]
      nlinarith
  -- dominate the depletion by a multiple of exp (-κ x)
  refine Integrable.mono'
    (Integrable.const_mul (exp_neg_integrableOn_Ioi 0 hκ) (|ψ 0| * Real.exp |ψ 0|))
    ((continuousOn_const.sub (Real.continuous_exp.comp_continuousOn hψ.neg)).aestronglyMeasurable
      measurableSet_Ioi)
    ((ae_restrict_mem measurableSet_Ioi).mono fun x hx => ?_)
  have hx0 : 0 < x := hx
  have h1 := abs_potential_le hκ h hx0.le
  have he : Real.exp (-κ * x) ≤ 1 := by
    rw [← Real.exp_zero]; exact Real.exp_le_exp.2 (by nlinarith [mul_pos hκ hx0])
  have h2 : |ψ x| ≤ |ψ 0| := h1.trans (mul_le_of_le_one_right (abs_nonneg _) he)
  rw [Real.norm_eq_abs]
  calc |1 - Real.exp (-ψ x)| ≤ |ψ x| * Real.exp |ψ x| := hb _
    _ ≤ (|ψ 0| * Real.exp (-κ * x)) * Real.exp |ψ 0| :=
        mul_le_mul h1 (Real.exp_le_exp.2 h2) (Real.exp_pos _).le (by positivity)
    _ = |ψ 0| * Real.exp |ψ 0| * Real.exp (-κ * x) := by ring

/-- The total depletion is `(2 / κ) (1 - exp (-ψ(0) / 2))`, a function of the surface
potential and the screening constant alone. -/
theorem coionDepletion_eq (hκ : 0 < κ) (h : IsDoubleLayer κ ψ) :
    coionDepletion ψ = 2 / κ * (1 - Real.exp (-(ψ 0 / 2))) := by
  have hlin : Tendsto (fun x : ℝ => -κ * x) atTop atBot :=
    tendsto_id.const_mul_atTop_of_neg (by linarith)
  have hexp := (Real.tendsto_exp_atBot.comp hlin).const_mul |ψ 0|
  rw [mul_zero] at hexp
  -- the potential vanishes in the bulk
  have hlim : Tendsto ψ atTop (𝓝 0) :=
    squeeze_zero_norm' ((eventually_ge_atTop 0).mono fun x hx => abs_potential_le hκ h hx) hexp
  have hc : ContinuousWithinAt (fun t => 2 / κ * Real.exp (-(ψ t / 2))) (Ici 0) 0 :=
    continuousWithinAt_const.mul (((h 0 le_rfl).continuousWithinAt.div_const 2).neg.rexp)
  have ht : Tendsto (fun t => 2 / κ * Real.exp (-(ψ t / 2))) atTop
      (𝓝 (2 / κ * Real.exp (-(0 / 2)))) :=
    ((Real.continuous_exp.tendsto _).comp (hlim.div_const 2).neg).const_mul (2 / κ)
  have key := integral_Ioi_of_hasDerivAt_of_tendsto hc
    (fun x hx => hasDerivAt_depletion hκ h hx) (integrableOn_depletion hκ h) ht
  unfold coionDepletion
  rw [key, zero_div, neg_zero, Real.exp_zero]
  ring

/-- The depletion stays below `2 / κ` at any surface potential. -/
theorem coionDepletion_lt (hκ : 0 < κ) (h : IsDoubleLayer κ ψ) :
    coionDepletion ψ < 2 / κ := by
  rw [coionDepletion_eq hκ h]
  have h2 : 0 < 2 / κ := by positivity
  nlinarith [mul_pos h2 (Real.exp_pos (-(ψ 0 / 2)))]

/-- Along any family of double layers whose surface potential grows without bound, the
depletion tends to `2 / κ`. -/
theorem tendsto_coionDepletion (hκ : 0 < κ) {ι : Type*} {l : Filter ι} {φ : ι → ℝ → ℝ}
    (h : ∀ i, IsDoubleLayer κ (φ i)) (h0 : Tendsto (fun i => φ i 0) l atTop) :
    Tendsto (fun i => coionDepletion (φ i)) l (𝓝 (2 / κ)) := by
  have e : (fun i => coionDepletion (φ i)) =
      fun i => 2 / κ * (1 - Real.exp (-(φ i 0 / 2))) :=
    funext fun i => coionDepletion_eq hκ (h i)
  have t := ((Real.tendsto_exp_neg_atTop_nhds_zero.comp
    (h0.atTop_div_const (by norm_num : (0 : ℝ) < 2))).const_sub 1).const_mul (2 / κ)
  rw [sub_zero, mul_one] at t
  rw [e]
  exact t

/-- Reversing the sign of the potential gives another solution of the same equation. -/
theorem IsDoubleLayer.neg (h : IsDoubleLayer κ ψ) : IsDoubleLayer κ (fun x => -ψ x) := by
  intro x hx
  refine (h x hx).neg.congr_deriv ?_
  show -(-2 * κ * Real.sinh (ψ x / 2)) = -2 * κ * Real.sinh (-ψ x / 2)
  rw [neg_div, Real.sinh_neg]
  ring

/-- The total excess of the oppositely charged ions is `(2 / κ) (exp (ψ(0) / 2) - 1)`. -/
theorem counterionExcess_eq (hκ : 0 < κ) (h : IsDoubleLayer κ ψ) :
    counterionExcess ψ = 2 / κ * (Real.exp (ψ 0 / 2) - 1) := by
  have e := coionDepletion_eq hκ h.neg
  have s : counterionExcess ψ = -coionDepletion (fun x => -ψ x) := by
    unfold counterionExcess coionDepletion
    rw [← integral_neg]
    simp
  rw [s, e, neg_div, neg_neg]
  ring

/-- The depletion is `exp (-ψ(0) / 2)` times the excess of the oppositely charged ions. -/
theorem coionDepletion_eq_mul_excess (hκ : 0 < κ) (h : IsDoubleLayer κ ψ) :
    coionDepletion ψ = Real.exp (-(ψ 0 / 2)) * counterionExcess ψ := by
  have a : Real.exp (-(ψ 0 / 2)) * Real.exp (ψ 0 / 2) = 1 := by
    rw [← Real.exp_add]; simp
  rw [coionDepletion_eq hκ h, counterionExcess_eq hκ h]
  linear_combination -(2 / κ) * a

end

end CoionExclusion
```

```lean
#print axioms CoionExclusion.coionDepletion_lt
#print axioms CoionExclusion.tendsto_coionDepletion
#print axioms CoionExclusion.coionDepletion_eq_mul_excess
```

```
'CoionExclusion.coionDepletion_lt' depends on axioms: [propext, Classical.choice, Quot.sound]
'CoionExclusion.tendsto_coionDepletion' depends on axioms: [propext, Classical.choice, Quot.sound]
'CoionExclusion.coionDepletion_eq_mul_excess' depends on axioms: [propext, Classical.choice, Quot.sound]
```

## How the Lean proof follows the derivation

`abs_potential_le` is the decay bound. Inside it, `hd` computes \( G' \), with the square written as a product, and `hs` is the sign argument, split by the sign of `y`. The lemma `antitoneOn_of_deriv_nonpos` turns these into monotonicity. It needs continuity on the closed half-line but the derivative only in the interior, so the one-sided derivative at the wall is enough. Comparing the values at \( 0 \) and \( x \) gives `key`; `sq_le_sq` takes the square root, and the closing `calc` moves the exponential to the other side.

`hasDerivAt_depletion` is the identity \( F'=1-e^{-\psi} \) at \( x>0 \). The chain rule produces an expression with \( \sinh(\psi/2) \). The facts `a` and `b` are the two products of exponentials that appear when \( \sinh \) is written out, `i` combines them, and `linear_combination` also cancels the factor \( \kappa \).

`integrableOn_depletion` proves the elementary inequality as `hb` and passes the resulting exponential bound to `Integrable.mono'`, which is the comparison test. Lean assigns the value zero to the integral of a non-integrable function, so this lemma is what makes `coionDepletion` a genuine integral; applied to \( -\psi \), it does the same for `counterionExcess`.

`coionDepletion_eq` assembles the formula. The limit \( \psi\to0 \) comes from squeezing \( |\psi| \) under the decaying exponential, as `hlim`. The theorem `integral_Ioi_of_hasDerivAt_of_tendsto` is the fundamental theorem of calculus on a half-line. It takes four inputs: continuity of \( F \) at the wall (`hc`), the derivative for \( x>0 \), integrability, and the limit of \( F \) (`ht`).

The remaining results, apart from the reflection `IsDoubleLayer.neg`, use this formula. `coionDepletion_lt` needs only that \( (2/\kappa)e^{-\psi(0)/2} \) is positive. `tendsto_coionDepletion` treats a family `φ i` of solutions with a common `κ`, indexed by an arbitrary type with a filter `l`, which covers sequences as well as a continuously varied surface potential. The family is taken as given; the Gouy–Chapman profile \( \tanh(\psi/4)=\tanh(\psi(0)/4)\,e^{-\kappa x} \) supplies a member for each surface potential, though the file does not construct it.

`IsDoubleLayer.neg` is the reflection \( \psi\to-\psi \), and `counterionExcess_eq` applies the depletion formula to the reflected profile and changes the sign of the integral. `coionDepletion_eq_mul_excess` then compares the two closed forms, using \( e^{-\psi(0)/2}e^{\psi(0)/2}=1 \).
